# The \(Z^{7/3}\) energy law for closed-shell atoms of non-interacting electrons

Fill the lowest \(K\) hydrogenic shells around a nucleus with non-interacting electrons, and choose the nuclear charge \(Z\) so that the atom is neutral. Its total energy \(E\), in hartree, satisfies

\[
\frac{E}{Z^{7/3}}\;\longrightarrow\;-\left(\tfrac32\right)^{1/3}\qquad(K\to\infty),
\]

and \(7/3\) is the only power of \(Z\) for which the ratio has a finite non-zero limit. This is the Thomas-Fermi exponent, obtained here by summing levels, without the Thomas-Fermi functional and without electron repulsion. For this non-interacting model, the limit gives a reference value against which a semiclassical energy approximation can be tested.

## From shell sums to the limit

Shell \(n\) contains the subshells \(l=0,\dots,n-1\), each with \(2l+1\) orbitals and two spin states per orbital. Its capacity is

\[
\sum_{l=0}^{n-1}2(2l+1)=2n^2 .
\]

Neutrality fixes the charge:

\[
Z=\sum_{n=1}^{K}2n^2=\frac{K(K+1)(2K+1)}{3}.
\]

An electron in shell \(n\) has energy \(-Z^2/(2n^2)\). A full shell therefore contributes \(2n^2\cdot(-Z^2/(2n^2))=-Z^2\), whatever \(n\) is, and \(E=-KZ^2\).

It remains to express \(K\) through \(Z\). Let \(x=K+\tfrac12\) and \(y=(3Z/2)^{1/3}\). Since \(K(K+1)=x^2-\tfrac14\) and \(2K+1=2x\),

\[
y^3=\tfrac32 Z=x^3-\tfrac{x}{4}.
\]

For \(K\ge1\) this gives \(0<y<x\). Factoring the difference of cubes,

\[
(x-y)(x^2+xy+y^2)=\tfrac{x}{4},
\]

and dropping the positive terms \(xy+y^2\) leaves \((x-y)x^2\le x/4\), so

\[
0<x-y\le\frac1{4x}=\frac{1}{4K+2}.
\]

Now \((3/2)^{1/3}Z^{7/3}=Z^2y\), hence

\[
E+\left(\tfrac32\right)^{1/3}Z^{7/3}=Z^2(y-K)=Z^2\left[\tfrac12-(x-y)\right].
\]

The left side thus lies below \(Z^2/2\) by at most \(Z^2/(4K+2)\). Divided by \(Z^2\), it tends to \(\tfrac12\). Divided by \(Z^{7/3}\), it carries a further factor \(Z^{-1/3}\) and tends to zero, which is the stated limit.

For the exponent, write \(E/Z^q=(E/Z^r)\,Z^{-(q-r)}\) with \(r<q\). If \(E/Z^r\) has a finite limit, then \(E/Z^q\to0\). A finite limit at some \(p<7/3\) would force the limit at \(7/3\) to be zero, which it is not. For \(p>7/3\) the limit is zero.

### Two filled shells

For \(K=2\), \(Z=2+8=10\) and \(E=-2\cdot10^2=-200\). Since \(10^{7/3}\approx215.44\), the ratio is about \(-0.928\), still some way from the limit \(-1.145\). The bounds are already informative: \(E+(3/2)^{1/3}Z^{7/3}\approx46.6\), between \(50-10=40\) and \(50\).

## The atom as a family indexed by \(K\)

```lean
import Mathlib

open Filter Topology Finset

namespace BohrAtom

noncomputable section
```

The capacity is defined by counting spin-orbitals, so \(2n^2\) will be a theorem.

```lean
/-- Number of spin-orbitals in shell `n`: two spin states for each of the `2l + 1` orbitals
with `l = 0, ..., n - 1`. -/
def shellCapacity (n : ℕ) : ℕ := ∑ l ∈ range n, 2 * (2 * l + 1)
```

In the next definition `range K` runs over \(k=0,\dots,K-1\), and the shell meant is \(n=k+1\). The charge is a natural number, and neutrality is built in: `charge K` is also the number of electrons.

```lean
/-- Nuclear charge of the neutral atom whose shells `1, ..., K` are filled. -/
def charge (K : ℕ) : ℕ := ∑ k ∈ range K, shellCapacity (k + 1)
```

The level formula is the physical input. It stands for the non-relativistic spectrum of one electron bound to a fixed point nucleus; the Schrödinger equation is not solved here.

```lean
/-- Hydrogenic level, in hartree, of one electron in shell `n ≥ 1` around a charge `Z`. -/
def level (Z : ℝ) (n : ℕ) : ℝ := -Z ^ 2 / (2 * (n : ℝ) ^ 2)
```

The energy adds capacity times level, with every level evaluated at the full charge `charge K`. There is no repulsion or screening, and only closed-shell atoms occur in the sequence.

```lean
/-- Total energy of the neutral atom of non-interacting electrons with shells `1, ..., K`
filled. -/
def energy (K : ℕ) : ℝ :=
  ∑ k ∈ range K, (shellCapacity (k + 1) : ℝ) * level (charge K) (k + 1)
```

## Closed forms for capacity, charge and energy

The first two sums are evaluated by induction: `Finset.sum_range_succ` splits off the last term and `ring` checks the polynomial identity.

```lean
/-- Shell `n` holds `2n²` electrons. -/
theorem shellCapacity_eq (n : ℕ) : shellCapacity n = 2 * n ^ 2 := by
  induction n with
  | zero => simp [shellCapacity]
  | succ n ih =>
    have h : shellCapacity (n + 1) = shellCapacity n + 2 * (2 * n + 1) :=
      Finset.sum_range_succ _ _
    rw [h, ih]
    ring

/-- The charge of the closed-shell atom is `Z = K(K+1)(2K+1)/3`. -/
theorem charge_eq (K : ℕ) : (charge K : ℝ) = K * (K + 1) * (2 * K + 1) / 3 := by
  induction K with
  | zero => simp [charge]
  | succ K ih =>
    have h : charge (K + 1) = charge K + shellCapacity (K + 1) :=
      Finset.sum_range_succ _ _
    rw [h, shellCapacity_eq]
    push_cast
    rw [ih]
    ring
```

The estimate \(Z\ge K\) serves two purposes: it makes \(Z\) positive once a shell is filled, and it drives \(Z\) to infinity with \(K\). For \(K\ge1\) it follows from \(3(Z-K)=K[(K-1)(2K+5)+3]\ge0\).

```lean
/-- The charge is at least the number of filled shells. -/
theorem le_charge (K : ℕ) : (K : ℝ) ≤ charge K := by
  rw [charge_eq]
  rcases Nat.eq_zero_or_pos K with h | h
  · simp [h]
  · have h1 : (1 : ℝ) ≤ K := by exact_mod_cast h
    have h2 : 0 ≤ (K : ℝ) * ((K - 1) * (2 * K + 5)) := by
      have : 0 ≤ (K : ℝ) - 1 := by linarith
      positivity
    nlinarith
```

In the energy theorem, `h` is the cancellation of \(2n^2\) within one shell. Summing \(K\) equal terms gives \(-KZ^2\).

```lean
/-- The total energy of the neutral atom with `K` filled shells is `E = -K Z²`. -/
theorem energy_eq (K : ℕ) : energy K = -(K : ℝ) * (charge K : ℝ) ^ 2 := by
  have h : ∀ k ∈ range K, (shellCapacity (k + 1) : ℝ) * level (charge K) (k + 1)
      = -(charge K : ℝ) ^ 2 := by
    intro k _
    have hk : (k : ℝ) + 1 ≠ 0 := by positivity
    rw [shellCapacity_eq, level]
    push_cast
    field_simp
  rw [energy, Finset.sum_congr rfl h, Finset.sum_const, Finset.card_range, nsmul_eq_mul]
  ring
```

## Bounds at every finite shell number

Fractional powers are real powers, and for positive \(Z\) the exponent splits as \(7/3=2+1/3\).

```lean
/-- For a positive charge, `Z^(7/3) = Z² Z^(1/3)`. -/
theorem rpow_seven_thirds {z : ℝ} (hz : 0 < z) :
    z ^ (7 / 3 : ℝ) = z ^ 2 * z ^ (1 / 3 : ℝ) := by
  rw [show (7 / 3 : ℝ) = ((2 : ℕ) : ℝ) + 1 / 3 by norm_num, Real.rpow_add hz,
    Real.rpow_natCast]
```

The cube-root estimate follows the derivation above, with \(y\) written as \((3/2)^{1/3}Z^{1/3}\). The identity `hy3` is \(y^3=x^3-x/4\). Then `hlt` proves \(y<x\) by contradiction, `h1` records that the discarded part of the factorisation is non-negative, and `h2` to `h4` cancel one factor of \(x\) and divide by \(4x=4K+2\).

```lean
/-- For at least one filled shell, `(3Z/2)^(1/3)` lies below `K + 1/2` by at most
`1/(4K + 2)`. -/
theorem cubeRoot_bounds {K : ℕ} (hK : 0 < K) :
    (K : ℝ) + 1 / 2 - 1 / (4 * K + 2) ≤ (3 / 2 : ℝ) ^ (1 / 3 : ℝ) * (charge K : ℝ) ^ (1 / 3 : ℝ) ∧
    (3 / 2 : ℝ) ^ (1 / 3 : ℝ) * (charge K : ℝ) ^ (1 / 3 : ℝ) < (K : ℝ) + 1 / 2 := by
  have hk : (0 : ℝ) < K := by exact_mod_cast hK
  have hz : (0 : ℝ) < charge K := hk.trans_le (le_charge K)
  have cube : ∀ t : ℝ, 0 < t → (t ^ (1 / 3 : ℝ)) ^ 3 = t := by
    intro t ht
    rw [← Real.rpow_natCast, ← Real.rpow_mul ht.le]
    norm_num
  have hy : 0 < (3 / 2 : ℝ) ^ (1 / 3 : ℝ) * (charge K : ℝ) ^ (1 / 3 : ℝ) := by positivity
  -- the charge formula, centred at K + 1/2
  have hy3 : ((3 / 2 : ℝ) ^ (1 / 3 : ℝ) * (charge K : ℝ) ^ (1 / 3 : ℝ)) ^ 3
      = ((K : ℝ) + 1 / 2) ^ 3 - ((K : ℝ) + 1 / 2) / 4 := by
    rw [mul_pow, cube _ (by norm_num), cube _ hz, charge_eq]
    ring
  generalize (3 / 2 : ℝ) ^ (1 / 3 : ℝ) * (charge K : ℝ) ^ (1 / 3 : ℝ) = y at hy hy3 ⊢
  obtain ⟨x, hx⟩ : ∃ x : ℝ, x = (K : ℝ) + 1 / 2 := ⟨_, rfl⟩
  have hx0 : 0 < x := by linarith
  rw [← hx] at hy3 ⊢
  have hlt : y < x := by
    by_contra hc
    have := pow_le_pow_left₀ hx0.le (not_lt.mp hc) 3
    linarith
  refine ⟨?_, hlt⟩
  -- factor x³ - y³ and drop the positive terms xy + y²
  have h1 : 0 ≤ (x - y) * (x * y + y ^ 2) :=
    mul_nonneg (by linarith) (by positivity)
  have h2 : x * ((x - y) * x) ≤ x * (1 / 4) := by nlinarith
  have h3 : (x - y) * x ≤ 1 / 4 := le_of_mul_le_mul_left h2 hx0
  have h4 : x - y ≤ 1 / (4 * (K : ℝ) + 2) := by
    rw [le_div_iff₀ (by positivity), show 4 * (K : ℝ) + 2 = 4 * x by rw [hx]; ring]
    linarith
  linarith
```

Multiplying both inequalities by \(Z^2\) and inserting \(E=-KZ^2\) gives the energy bounds, valid from \(K=1\) onwards.

```lean
/-- For at least one filled shell, `E + (3/2)^(1/3) Z^(7/3)` lies below `Z²/2` by at most
`Z²/(4K + 2)`. -/
theorem energy_bounds {K : ℕ} (hK : 0 < K) :
    (charge K : ℝ) ^ 2 / 2 - (charge K : ℝ) ^ 2 / (4 * K + 2)
      ≤ energy K + (3 / 2 : ℝ) ^ (1 / 3 : ℝ) * (charge K : ℝ) ^ (7 / 3 : ℝ) ∧
    energy K + (3 / 2 : ℝ) ^ (1 / 3 : ℝ) * (charge K : ℝ) ^ (7 / 3 : ℝ)
      < (charge K : ℝ) ^ 2 / 2 := by
  have hk : (0 : ℝ) < K := by exact_mod_cast hK
  have hz : (0 : ℝ) < charge K := hk.trans_le (le_charge K)
  have hz2 : 0 < (charge K : ℝ) ^ 2 := by positivity
  obtain ⟨h1, h2⟩ := cubeRoot_bounds hK
  have h3 := mul_le_mul_of_nonneg_left h1 hz2.le
  have h4 := mul_lt_mul_of_pos_left h2 hz2
  rw [energy_eq, rpow_seven_thirds hz, div_eq_mul_one_div _ (4 * (K : ℝ) + 2)]
  constructor <;> nlinarith
```

## The limits and the exponent

In Lean, `Tendsto … atTop (𝓝 c)` says that the sequence converges to `c` as \(K\to\infty\). The \(Z^2\) coefficient comes from a squeeze between \(\tfrac12-1/(4K+2)\) and \(\tfrac12\).

```lean
/-- After the `Z^(7/3)` term the energy continues with `Z²/2`:
`(E + (3/2)^(1/3) Z^(7/3)) / Z²` tends to `1/2` as the number of filled shells grows. -/
theorem next_order_limit :
    Tendsto (fun K : ℕ => (energy K + (3 / 2 : ℝ) ^ (1 / 3 : ℝ) * (charge K : ℝ) ^ (7 / 3 : ℝ))
      / (charge K : ℝ) ^ 2) atTop (𝓝 (1 / 2)) := by
  have hD : Tendsto (fun K : ℕ => 4 * (K : ℝ) + 2) atTop atTop :=
    tendsto_atTop_mono (fun K => by linarith [Nat.cast_nonneg (α := ℝ) K])
      (tendsto_natCast_atTop_atTop (R := ℝ))
  have hlow : Tendsto (fun K : ℕ => 1 / 2 - 1 / (4 * (K : ℝ) + 2)) atTop (𝓝 (1 / 2)) := by
    simpa using (tendsto_const_nhds (x := (1 / 2 : ℝ))).sub
      ((tendsto_const_nhds (x := (1 : ℝ))).div_atTop hD)
  have hpos : ∀ K : ℕ, 0 < K → 0 < (charge K : ℝ) ^ 2 := fun K hK =>
    pow_pos ((Nat.cast_pos.mpr hK).trans_le (le_charge K)) 2
  refine tendsto_of_tendsto_of_tendsto_of_le_of_le' hlow tendsto_const_nhds ?_ ?_
  · filter_upwards [eventually_gt_atTop 0] with K hK
    rw [le_div_iff₀ (hpos K hK)]
    refine le_trans (le_of_eq ?_) (energy_bounds hK).1
    ring
  · filter_upwards [eventually_gt_atTop 0] with K hK
    rw [div_le_iff₀ (hpos K hK)]
    linarith [(energy_bounds hK).2]
```

For the leading term, the previous limit is multiplied by \(Z^{-1/3}\to0\), and the constant \((3/2)^{1/3}\) is subtracted. The step `h.congr'` identifies the result with \(E/Z^{7/3}\) for all \(K\ge1\), which is enough for a limit.

```lean
/-- For neutral closed-shell atoms of non-interacting electrons, `E / Z^(7/3)` tends to
`-(3/2)^(1/3)` as the number of filled shells grows. -/
theorem thomas_fermi_limit :
    Tendsto (fun K : ℕ => energy K / (charge K : ℝ) ^ (7 / 3 : ℝ)) atTop
      (𝓝 (-(3 / 2 : ℝ) ^ (1 / 3 : ℝ))) := by
  have hZ : Tendsto (fun K : ℕ => (charge K : ℝ)) atTop atTop :=
    tendsto_atTop_mono le_charge tendsto_natCast_atTop_atTop
  have h0 := (tendsto_rpow_neg_atTop (show (0 : ℝ) < 1 / 3 by norm_num)).comp hZ
  -- the Z² term is smaller than the leading one by a factor Z^(-1/3)
  have h := (next_order_limit.mul h0).sub_const ((3 / 2 : ℝ) ^ (1 / 3 : ℝ))
  rw [mul_zero, zero_sub] at h
  refine h.congr' ?_
  filter_upwards [eventually_gt_atTop 0] with K hK
  have hz : (0 : ℝ) < charge K := (Nat.cast_pos.mpr hK).trans_le (le_charge K)
  have hw : (0 : ℝ) < (charge K : ℝ) ^ (1 / 3 : ℝ) := Real.rpow_pos_of_pos hz _
  simp only [Function.comp_apply]
  rw [rpow_seven_thirds hz, Real.rpow_neg hz.le]
  generalize (charge K : ℝ) ^ (1 / 3 : ℝ) = w at hw ⊢
  generalize (3 / 2 : ℝ) ^ (1 / 3 : ℝ) = a
  field_simp
  ring
```

The last theorem ranges over all real exponents \(p\). Its auxiliary statement `key` is the comparison of powers \(r<q\), and `lt_trichotomy` separates \(p<7/3\), \(p=7/3\) and \(p>7/3\). Uniqueness of limits rules out the two unequal cases; the converse is the limit just proved.

```lean
/-- The ratio `E / Z^p` has a finite non-zero limit for growing shell number exactly when
`p = 7/3`. -/
theorem exponent_iff (p : ℝ) :
    (∃ c : ℝ, c ≠ 0 ∧ Tendsto (fun K : ℕ => energy K / (charge K : ℝ) ^ p) atTop (𝓝 c))
      ↔ p = 7 / 3 := by
  have ha : -(3 / 2 : ℝ) ^ (1 / 3 : ℝ) ≠ 0 :=
    neg_ne_zero.mpr (Real.rpow_pos_of_pos (by norm_num) _).ne'
  have hZ : Tendsto (fun K : ℕ => (charge K : ℝ)) atTop atTop :=
    tendsto_atTop_mono le_charge tendsto_natCast_atTop_atTop
  -- a finite limit at one power forces the limit zero at every larger power
  have key : ∀ r q c : ℝ, r < q →
      Tendsto (fun K : ℕ => energy K / (charge K : ℝ) ^ r) atTop (𝓝 c) →
      Tendsto (fun K : ℕ => energy K / (charge K : ℝ) ^ q) atTop (𝓝 0) := by
    intro r q c hrq hc
    have h := hc.mul ((tendsto_rpow_neg_atTop (sub_pos.mpr hrq)).comp hZ)
    rw [mul_zero] at h
    refine h.congr' ?_
    filter_upwards [eventually_gt_atTop 0] with K hK
    have hz : (0 : ℝ) < charge K := (Nat.cast_pos.mpr hK).trans_le (le_charge K)
    have hr : (0 : ℝ) < (charge K : ℝ) ^ r := Real.rpow_pos_of_pos hz _
    have hq : (0 : ℝ) < (charge K : ℝ) ^ q := Real.rpow_pos_of_pos hz _
    simp only [Function.comp_apply]
    rw [neg_sub, Real.rpow_sub hz]
    generalize (charge K : ℝ) ^ r = u at hr ⊢
    generalize (charge K : ℝ) ^ q = v at hq ⊢
    field_simp
  constructor
  · rintro ⟨c, hc0, hc⟩
    rcases lt_trichotomy p (7 / 3) with h | h | h
    · exact absurd (tendsto_nhds_unique thomas_fermi_limit (key _ _ _ h hc)) ha
    · exact h
    · exact absurd (tendsto_nhds_unique hc (key _ _ _ h thomas_fermi_limit)) hc0
  · rintro rfl
    exact ⟨_, ha, thomas_fermi_limit⟩

end

end BohrAtom
```

```lean
#print axioms BohrAtom.thomas_fermi_limit
#print axioms BohrAtom.exponent_iff
```

```
'BohrAtom.thomas_fermi_limit' depends on axioms: [propext, Classical.choice, Quot.sound]
'BohrAtom.exponent_iff' depends on axioms: [propext, Classical.choice, Quot.sound]
```
